# A train of ideal σₓ pulses removes every static detuning exactly when the alternating sum of its intervals is zero

For a two-level system with constant detuning and ideal $\sigma_x$ pulses ($\pi$ pulses), the propagator is the same at every detuning exactly when the intervals, added with alternating signs, sum to zero. The criterion also holds if a detuning-dependent global phase is allowed. It underlies spin echoes in magnetic resonance and qubit control, for detunings that stay constant during a run.

Set $\hbar=1$ and work in the frame that rotates at the carrier frequency of the pulses. Let the Hamiltonian between pulses in this frame be $d\,\sigma_z$. Its two levels differ by $2d$, so $d$ is half the detuning of many textbooks.

```lean
import Mathlib

open NormedSpace

namespace DynamicalDecoupling

noncomputable section
```

A pulse is $\sigma_x$. A physical $\pi$ rotation about $x$ is $-i\sigma_x$, which differs only by a phase independent of $d$.

```lean
/-- The Pauli matrix `σ_x`, which represents an ideal instantaneous pulse. -/
def σx : Matrix (Fin 2) (Fin 2) ℂ := !![0, 1; 1, 0]

/-- The Pauli matrix `σ_z`. -/
def σz : Matrix (Fin 2) (Fin 2) ℂ := !![1, 0; 0, -1]
```

Write $U_d(t)=e^{-idt\sigma_z}$ for `freeEvolution d t`, a true matrix exponential.

```lean
/-- Free evolution `exp(-i d t σ_z)` for a time `t` at detuning `d`. -/
def freeEvolution (d t : ℝ) : Matrix (Fin 2) (Fin 2) ℂ :=
  NormedSpace.exp ((-(Complex.I * d * t)) • σz)
```

With $n$ pulses there are $n+1$ intervals $t_0,\dots,t_n$, and the propagator is
$$P_n(d)=U_d(t_n)\,\sigma_x\,U_d(t_{n-1})\cdots\sigma_x\,U_d(t_0).$$
In Lean, `t` is an infinite real sequence of which only these entries are used; negative values are allowed.

```lean
/-- The propagator of the intervals `t 0, …, t n` with a pulse `σ_x` between successive
intervals; later factors stand on the left. -/
def pulseSequence (d : ℝ) (t : ℕ → ℝ) : ℕ → Matrix (Fin 2) (Fin 2) ℂ
  | 0 => freeEvolution d (t 0)
  | n + 1 => freeEvolution d (t (n + 1)) * σx * pulseSequence d t n
```

The alternating time is $s_n=\sum_{k=0}^n(-1)^k t_k$.

```lean
/-- The alternating sum `t 0 - t 1 + t 2 - …` of the intervals up to `t n`. -/
def alternatingTime (t : ℕ → ℝ) (n : ℕ) : ℝ :=
  ∑ k ∈ Finset.range (n + 1), (-1) ^ k * t k
```

Applying the results to a real spin means replacing its pulses by instantaneous, perfect ones and its fluctuating detuning by a constant.

## (a) Free evolution as two phases

Show that $U_d(t)=\mathrm{diag}(e^{-idt},e^{idt})$.

**Solution.** Powers of a diagonal matrix are taken on the diagonal, entry by entry, and so is the exponential series. The diagonal entries of $-idt\,\sigma_z$ are $\mp idt$.

```lean
/-- Free evolution gives the two basis states opposite phases. -/
theorem freeEvolution_eq (d t : ℝ) :
    freeEvolution d t =
      !![Complex.exp (-(Complex.I * d * t)), 0; 0, Complex.exp (Complex.I * d * t)] := by
  have h : (-(Complex.I * d * t)) • σz =
      Matrix.diagonal ![-(Complex.I * d * t), Complex.I * d * t] := by
    ext i j
    fin_cases i <;> fin_cases j <;> simp [σz]
  -- the exponential of a diagonal matrix is taken entry by entry
  have hexp : ∀ (v : Fin 2 → ℂ) (i : Fin 2), NormedSpace.exp v i = Complex.exp (v i) := by
    intro v i
    rw [Complex.exp_eq_exp_ℂ]
    exact NormedSpace.map_exp (Pi.evalRingHom (fun _ : Fin 2 => ℂ) i) (continuous_apply i) v
  rw [freeEvolution, h, Matrix.exp_diagonal]
  ext i j
  fin_cases i <;> fin_cases j <;> simp [hexp]
```

The device here is `NormedSpace.map_exp`. `Matrix.exp_diagonal` leaves the exponential of a vector `v : Fin 2 → ℂ`, taken in the algebra of functions with pointwise multiplication. Reading off component `i` is a continuous ring homomorphism, `Pi.evalRingHom`, and such maps commute with the exponential. `Complex.exp_eq_exp_ℂ` then identifies the result with the ordinary complex exponential.

## (b) Adding times

Show that $U_d(t)U_d(u)=U_d(t+u)$.

**Solution.** Multiply the diagonal entries: $e^{\mp idt}e^{\mp idu}=e^{\mp id(t+u)}$. Lean checks the four entries separately.

```lean
/-- Free evolutions at the same detuning compose by adding their times. -/
theorem freeEvolution_add (d t u : ℝ) :
    freeEvolution d t * freeEvolution d u = freeEvolution d (t + u) := by
  rw [freeEvolution_eq, freeEvolution_eq, freeEvolution_eq]
  ext i j
  fin_cases i <;> fin_cases j <;>
    simp [Matrix.mul_apply, Fin.sum_univ_succ, ← Complex.exp_add] <;> ring_nf
```

## (c) One pulse reverses time

Show that $U_d(t)\,\sigma_x=\sigma_x\,U_d(-t)$.

**Solution.** Both sides have zero diagonal, upper right entry $e^{-idt}$ and lower left entry $e^{idt}$.

```lean
/-- Moving a pulse through a free evolution reverses the sign of its time. -/
theorem freeEvolution_mul_pulse (d t : ℝ) :
    freeEvolution d t * σx = σx * freeEvolution d (-t) := by
  rw [freeEvolution_eq, freeEvolution_eq]
  ext i j
  fin_cases i <;> fin_cases j <;> simp [σx, Matrix.mul_apply, Fin.sum_univ_succ]
```

## (d) Several pulses

Show that $U_d(t)\,\sigma_x^n=\sigma_x^n\,U_d((-1)^n t)$.

**Solution.** The case $n=0$ is trivial. If the claim holds for $n$, then by (c)
$$U_d(t)\sigma_x^{n+1}=\sigma_x^nU_d((-1)^nt)\,\sigma_x=\sigma_x^{n+1}U_d((-1)^{n+1}t).$$
The `calc` block has the same steps.

```lean
/-- Moving `n` pulses through a free evolution multiplies its time by `(-1)^n`. -/
theorem freeEvolution_mul_pulse_pow (d t : ℝ) (n : ℕ) :
    freeEvolution d t * σx ^ n = σx ^ n * freeEvolution d ((-1) ^ n * t) := by
  induction n with
  | zero => simp
  | succ n ih =>
    calc freeEvolution d t * σx ^ (n + 1)
        = (freeEvolution d t * σx ^ n) * σx := by rw [pow_succ, mul_assoc]
      _ = σx ^ n * (freeEvolution d ((-1) ^ n * t) * σx) := by rw [ih, mul_assoc]
      _ = σx ^ (n + 1) * freeEvolution d (-((-1) ^ n * t)) := by
          rw [freeEvolution_mul_pulse, pow_succ, mul_assoc]
      _ = σx ^ (n + 1) * freeEvolution d ((-1) ^ (n + 1) * t) := by
          rw [show -((-1 : ℝ) ^ n * t) = (-1) ^ (n + 1) * t by ring]
```

## (e) The whole sequence

Show that $P_n(d)=\sigma_x^n\,U_d(s_n)$.

**Solution.** For $n=0$ both sides are $U_d(t_0)$. For the induction step, use (d) and then (b):
$$\begin{aligned}P_{n+1}(d)&=U_d(t_{n+1})\,\sigma_x^{n+1}\,U_d(s_n)\\&=\sigma_x^{n+1}U_d((-1)^{n+1}t_{n+1})\,U_d(s_n)\\&=\sigma_x^{n+1}U_d(s_{n+1}).\end{aligned}$$
The step `hs` supplies the recursion for $s_{n+1}$.

```lean
/-- The propagator with `n` pulses is `σ_x^n exp(-i d s σ_z)`, where `s` is the alternating
sum of the intervals. -/
theorem pulseSequence_eq (d : ℝ) (t : ℕ → ℝ) (n : ℕ) :
    pulseSequence d t n = σx ^ n * freeEvolution d (alternatingTime t n) := by
  induction n with
  | zero => simp [pulseSequence, alternatingTime]
  | succ n ih =>
    have hs : alternatingTime t (n + 1) =
        (-1) ^ (n + 1) * t (n + 1) + alternatingTime t n := by
      unfold alternatingTime
      rw [Finset.sum_range_succ _ (n + 1)]
      ring
    -- collect the pulses, then move them through the newest interval
    calc pulseSequence d t (n + 1)
        = freeEvolution d (t (n + 1)) * σx *
            (σx ^ n * freeEvolution d (alternatingTime t n)) := by rw [pulseSequence, ih]
      _ = (freeEvolution d (t (n + 1)) * σx ^ (n + 1)) *
            freeEvolution d (alternatingTime t n) := by
          rw [pow_succ']
          simp only [mul_assoc]
      _ = σx ^ (n + 1) * (freeEvolution d ((-1) ^ (n + 1) * t (n + 1)) *
            freeEvolution d (alternatingTime t n)) := by
          rw [freeEvolution_mul_pulse_pow, mul_assoc]
      _ = σx ^ (n + 1) * freeEvolution d (alternatingTime t (n + 1)) := by
          rw [freeEvolution_add, hs]
```

## (f) Refocusing

Show that $s_n=0$ implies $P_n(d)=\sigma_x^n$.

**Solution.** Put $U_d(0)=1$ into (e).

```lean
/-- If the alternating sum of the intervals vanishes, the propagator with `n` pulses is
`σ_x^n` at every detuning. -/
theorem pulseSequence_refocused (d : ℝ) (t : ℕ → ℝ) (n : ℕ)
    (hs : alternatingTime t n = 0) : pulseSequence d t n = σx ^ n := by
  rw [pulseSequence_eq, hs]
  simp [freeEvolution]
```

## (g) Independence up to a phase

Show that
$$\bigl(\forall d\;\exists c:\;P_n(d)=c\,P_n(0)\bigr)\iff s_n=0.$$

**Solution.** If $s_n=0$, take $c=1$ by (f). If $s_n\neq0$, choose $d=\pi/(2s_n)$. Since $\sigma_x^n\sigma_x^n=1$, the pulses cancel from $P_n(d)=c\,P_n(0)$, leaving $\mathrm{diag}(-i,i)=c\,\mathbb 1$, which is impossible.

Lean allows any complex $c$, but both propagators are unitary, so $c$ can only be a phase. `h0` and `h1` equate the two diagonal entries with $c$. Their product gives $c^2=1$, while the square of the second gives $c^2=e^{i\pi}=-1$.

```lean
/-- The propagator is independent of the detuning up to a scalar factor exactly when the
alternating sum of the intervals vanishes. -/
theorem independent_up_to_phase_iff (t : ℕ → ℝ) (n : ℕ) :
    (∀ d : ℝ, ∃ c : ℂ, pulseSequence d t n = c • pulseSequence 0 t n) ↔
      alternatingTime t n = 0 := by
  constructor
  · intro h
    by_contra hs
    have hs' : alternatingTime t n ≠ 0 := hs
    have hx : σx * σx = 1 := by
      ext i j
      fin_cases i <;> fin_cases j <;> simp [σx, Matrix.mul_apply, Fin.sum_univ_succ]
    have hxn : σx ^ n * σx ^ n = 1 := by
      rw [← pow_add, ← two_mul, pow_mul, pow_two, hx, one_pow]
    -- choose a detuning at which the two phase factors are `-i` and `i`
    obtain ⟨d, hd⟩ : ∃ d : ℝ, d * alternatingTime t n = Real.pi / 2 :=
      ⟨Real.pi / (2 * alternatingTime t n), by field_simp⟩
    have hd' : (d : ℂ) * (alternatingTime t n : ℂ) = Real.pi / 2 := by
      rw [← Complex.ofReal_mul, hd]
      simp
    obtain ⟨c, hc⟩ := h d
    rw [pulseSequence_eq, pulseSequence_eq] at hc
    -- cancel the pulses and compare the diagonal entries
    have key := congrArg (fun M => σx ^ n * M) hc
    simp only [Matrix.mul_smul, ← mul_assoc, hxn, one_mul] at key
    rw [freeEvolution_eq, freeEvolution_eq] at key
    have h0 : Complex.exp (-(Complex.I * d * alternatingTime t n)) = c := by
      simpa using congrFun (congrFun key 0) 0
    have h1 : Complex.exp (Complex.I * d * alternatingTime t n) = c := by
      simpa using congrFun (congrFun key 1) 1
    have e1 : c * c = 1 := by
      nth_rewrite 1 [← h1]
      rw [← h0, ← Complex.exp_add, add_neg_cancel, Complex.exp_zero]
    have e2 : c * c = -1 := by
      rw [← h1, ← Complex.exp_add, ← Complex.exp_pi_mul_I]
      congr 1
      linear_combination 2 * Complex.I * hd'
    rw [e1] at e2
    norm_num at e2
  · intro hs d
    exact ⟨1, by rw [pulseSequence_refocused d t n hs, pulseSequence_refocused 0 t n hs,
      one_smul]⟩
```

## (h) Exact independence

Show that
$$\bigl(\forall d,d':\;P_n(d)=P_n(d')\bigr)\iff s_n=0.$$

**Solution.** Exact equality is the case $c=1$ of (g), which gives $s_n=0$. The converse is (f), used at both detunings.

```lean
/-- The propagator is the same at all real detunings exactly when the alternating sum of the
intervals vanishes. -/
theorem independent_of_detuning_iff (t : ℕ → ℝ) (n : ℕ) :
    (∀ d d' : ℝ, pulseSequence d t n = pulseSequence d' t n) ↔ alternatingTime t n = 0 := by
  constructor
  · intro h
    exact (independent_up_to_phase_iff t n).mp fun d => ⟨1, by rw [one_smul, h d 0]⟩
  · intro hs d d'
    rw [pulseSequence_refocused d t n hs, pulseSequence_refocused d' t n hs]
```

## (i) Carr-Purcell-Meiboom-Gill timing

For $N\ge1$ pulses, let the first and last intervals be $\tau$ and all others $2\tau$.

```lean
/-- Carr-Purcell-Meiboom-Gill timing for `n` pulses: the first and last intervals are `τ`,
all others are `2τ`. -/
def cpmgIntervals (τ : ℝ) (n k : ℕ) : ℝ := if k = 0 ∨ k = n then τ else 2 * τ
```

Show that $P_N(d)=\sigma_x^N$ for every $d$.

**Solution.** The inner intervals contribute
$$\sum_{k=1}^{N-1}(-1)^k\,2\tau=(-1)^{N-1}\tau-\tau,$$
which is zero for $N=1$. Adding the outer terms $\tau$ and $(-1)^N\tau$ gives $s_N=0$, and (f) applies. The case $N=1$ is the refocusing part of a Hahn echo, which follows the pulse that prepares the superposition.

Lean writes $N$ as `n + 1`. `inner_sum` proves the displayed sum by induction, and `interior` confirms that the inner intervals are all $2\tau$.

```lean
/-- With Carr-Purcell-Meiboom-Gill timing and at least one pulse, the propagator is the
product of the pulses alone, at every detuning. -/
theorem cpmg_refocuses (d τ : ℝ) (n : ℕ) :
    pulseSequence d (cpmgIntervals τ (n + 1)) (n + 1) = σx ^ (n + 1) := by
  apply pulseSequence_refocused
  have inner_sum : ∀ m : ℕ, ∑ k ∈ Finset.range m, (-1 : ℝ) ^ (k + 1) * (2 * τ) =
      (-1) ^ m * τ - τ := by
    intro m
    induction m with
    | zero => simp
    | succ m ih =>
      rw [Finset.sum_range_succ, ih]
      ring
  have interior : ∑ k ∈ Finset.range n, (-1 : ℝ) ^ (k + 1) * cpmgIntervals τ (n + 1) (k + 1) =
      ∑ k ∈ Finset.range n, (-1 : ℝ) ^ (k + 1) * (2 * τ) := by
    apply Finset.sum_congr rfl
    intro k hk
    have hk' := Finset.mem_range.mp hk
    rw [cpmgIntervals, if_neg (by omega)]
  have first : cpmgIntervals τ (n + 1) 0 = τ := by simp [cpmgIntervals]
  have last : cpmgIntervals τ (n + 1) (n + 1) = τ := by simp [cpmgIntervals]
  -- split off the two outer intervals
  rw [alternatingTime, Finset.sum_range_succ, Finset.sum_range_succ', interior, inner_sum,
    first, last]
  ring

end

end DynamicalDecoupling
```

```lean
#print axioms DynamicalDecoupling.independent_of_detuning_iff
-- 'DynamicalDecoupling.independent_of_detuning_iff' depends on axioms: [propext, Classical.choice, Quot.sound]
#print axioms DynamicalDecoupling.cpmg_refocuses
-- 'DynamicalDecoupling.cpmg_refocuses' depends on axioms: [propext, Classical.choice, Quot.sound]
```
